# An upper bound on the level nearest zero in a rhombohedral multilayer chain with |p| < g

Diagonalise a ten-layer ABC-stacked chain in double precision, at an in-plane momentum where the intralayer coupling $|p|$ is a hundredth of the interlayer hopping $g$, and two levels come out at roughly $10^{-16}g$ or below. The output alone does not tell whether these numbers are physics, rounding or a misplaced matrix element. The bound below puts a level within $10^{-20}g$ of zero, so digits printed near $10^{-16}g$ are rounding noise, while a level near zero is expected.

The model is non-interacting, at one fixed in-plane momentum. Layers are numbered $0,\dots,N-1$, each with sites $A_i$ and $B_i$. The complex number $p$ couples $A_i$ to $B_i$. It is the sum of the in-plane hoppings with their Bloch phases, so it can be small even though a single in-plane hopping exceeds $g$, as in graphene. Near a graphene valley it is, to leading order, proportional to $k_x\pm ik_y$, with the momentum measured from the valley. The real number $g$ couples $B_i$ to $A_{i+1}$. With $r=|p|/g$, the hypotheses $N>0$ and $|p|<g$ give a level with

$$|E|\le \frac{|p|^N}{g^{N-1}}\sqrt{\frac{1-r^2}{1-r^{2N}}}.$$

Within this nearest-neighbour model, that is the flattening of the low-energy bands around $p=0$ as layers are added. It is only a ceiling: no lower bound on $|E|$ is proved.

## Hopping only between sublattices

No A site couples to an A site, no B site to a B site, and all onsite energies are equal and set to zero. With the A sites listed first,

$$H=\begin{pmatrix}0&Q\\Q^\dagger&0\end{pmatrix},\qquad Q_{ii}=p,\quad Q_{i+1,i}=g.$$

```lean
import Mathlib

open Matrix

namespace RhombohedralMultilayer

noncomputable section

/-- Hopping from the B sites to the A sites: `p` within a layer, and `g` from B of one layer
to A of the next. -/
def coupling (N : ℕ) (p : ℂ) (g : ℝ) : Matrix (Fin N) (Fin N) ℂ :=
  Matrix.of fun i j => (if i = j then p else 0) + (if i.val = j.val + 1 then (g : ℂ) else 0)

/-- Hamiltonian of the N-layer chain, with the A sites listed first. -/
def hamiltonian (N : ℕ) (p : ℂ) (g : ℝ) : Matrix (Fin N ⊕ Fin N) (Fin N ⊕ Fin N) ℂ :=
  Matrix.fromBlocks 0 (coupling N p g) (coupling N p g)ᴴ 0
```

`coupling` is $Q$ and `hamiltonian` is $H$. `IsLevel` says that a real $E$ has a nonzero eigenvector; it does not count multiplicity. `edgeState` is an unnormalised trial state, used further on.

```lean
/-- The real number `E` is an energy level of the matrix `A`. -/
def IsLevel {n : Type*} [Fintype n] (A : Matrix n n ℂ) (E : ℝ) : Prop :=
  ∃ ψ : n → ℂ, ψ ≠ 0 ∧ A *ᵥ ψ = (E : ℂ) • ψ

/-- Trial state on the B sublattice, with amplitude `(-g)^j p^(N-1-j)` in layer `j`
(counted from 0). -/
def edgeState (N : ℕ) (p : ℂ) (g : ℝ) : Fin N ⊕ Fin N → ℂ :=
  Sum.elim 0 fun j => (-(g : ℂ)) ^ j.val * p ^ (N - 1 - j.val)

/-- An A site receives `p` times the B amplitude of its own layer and `g` times that of the
preceding layer, if there is one. -/
theorem coupling_mulVec {N : ℕ} (p : ℂ) (g : ℝ) (v : Fin N → ℂ) (i : Fin N) :
    (coupling N p g *ᵥ v) i
      = p * v i + ∑ j : Fin N, if i.val = j.val + 1 then (g : ℂ) * v j else 0 := by
  simp only [Matrix.mulVec, dotProduct, coupling, Matrix.of_apply, add_mul,
    Finset.sum_add_distrib, ite_mul, zero_mul, Finset.sum_ite_eq, Finset.mem_univ, if_true]
```

The last lemma writes out $(Qv)_i=pv_i+gv_{i-1}$, without the second term at $i=0$.

By hand, $Q$ is lower triangular, so $\det Q=p^N$. Moreover

$$H=\begin{pmatrix}Q&0\\0&Q^\dagger\end{pmatrix}\begin{pmatrix}0&1\\1&0\end{pmatrix}.$$

The swap exchanges $N$ pairs of rows and has determinant $(-1)^N$. Hence $\det H=(-1)^Np^N\bar p^N=(-1)^N|p|^{2N}$, independent of $g$. The proof follows this factorisation, with `hQ` for the triangular determinant and `hS` for the swap, which it evaluates by a block multiplication.

```lean
/-- The determinant of the Hamiltonian is `(-1)^N |p|^(2N)`, whatever the interlayer hopping. -/
theorem det_hamiltonian (N : ℕ) (p : ℂ) (g : ℝ) :
    (hamiltonian N p g).det = (-1) ^ N * (‖p‖ : ℂ) ^ (2 * N) := by
  have hQ : (coupling N p g).det = p ^ N := by
    rw [Matrix.det_of_isLowerTriangular]
    · simp [coupling]
    · intro i j hij
      have h : i < j := hij
      have h2 : ¬ i.val = j.val + 1 := by
        have : i.val < j.val := h
        omega
      simp [coupling, ne_of_lt h, h2]
  -- exchanging the two sublattices costs a sign for each layer
  have hS : (Matrix.fromBlocks 0 1 1 0 : Matrix (Fin N ⊕ Fin N) (Fin N ⊕ Fin N) ℂ).det
      = (-1) ^ N := by
    have h : (Matrix.fromBlocks 1 1 0 1 : Matrix (Fin N ⊕ Fin N) (Fin N ⊕ Fin N) ℂ)
        * Matrix.fromBlocks 0 1 1 0 = Matrix.fromBlocks 1 1 1 0 := by
      simp [Matrix.fromBlocks_multiply]
    have h' := congrArg Matrix.det h
    rw [Matrix.det_mul, Matrix.det_fromBlocks_zero₂₁, Matrix.det_fromBlocks_one₁₁] at h'
    simpa [Matrix.det_neg] using h'
  have hH : hamiltonian N p g = Matrix.fromBlocks (coupling N p g) 0 0 (coupling N p g)ᴴ
      * Matrix.fromBlocks 0 1 1 0 := by
    simp [hamiltonian, Matrix.fromBlocks_multiply]
  have hp : p * starRingEnd ℂ p = (‖p‖ : ℂ) ^ 2 := by
    rw [Complex.mul_conj, Complex.normSq_eq_norm_sq, Complex.ofReal_pow]
  rw [hH, Matrix.det_mul, hS, Matrix.det_fromBlocks_zero₂₁, Matrix.det_conjTranspose, hQ,
    star_pow, Complex.star_def, ← mul_pow, hp, ← pow_mul, mul_comm]
```

For the symmetry, let $(a,b)$ satisfy $Qb=Ea$ and $Q^\dagger a=Eb$. Then

$$H(a,-b)=(-Qb,\,Q^\dagger a)=(-Ea,\,Eb)=-E(a,-b).$$

`key` performs this sign change, and applying it to $-E$ gives the converse.

```lean
/-- The spectrum is symmetric about zero energy. -/
theorem level_neg_iff (N : ℕ) (p : ℂ) (g E : ℝ) :
    IsLevel (hamiltonian N p g) E ↔ IsLevel (hamiltonian N p g) (-E) := by
  have key : ∀ E : ℝ, IsLevel (hamiltonian N p g) E → IsLevel (hamiltonian N p g) (-E) := by
    rintro E ⟨ψ, h0, h⟩
    -- reverse the sign of the wave function on the B sublattice
    refine ⟨Sum.elim (ψ ∘ Sum.inl) (-(ψ ∘ Sum.inr)), fun hz => h0 ?_, ?_⟩
    · funext s
      rcases s with i | i
      · simpa using congrFun hz (Sum.inl i)
      · simpa using congrFun hz (Sum.inr i)
    · rw [hamiltonian, Matrix.fromBlocks_mulVec] at h ⊢
      funext s
      rcases s with i | i
      · simpa [Matrix.mulVec_neg] using congrFun h (Sum.inl i)
      · simpa [Matrix.mulVec_neg] using congrFun h (Sum.inr i)
  exact ⟨key E, fun h => by simpa using key (-E) h⟩
```

Neither result needs $|p|<g$. The block form does matter: a uniform onsite energy $u\neq0$ shifts every level by $u$ and, for $N>0$, destroys the symmetry about zero.

## Hermiticity

Hermiticity means real energies and an orthonormal eigenbasis $\phi_j$ with levels $E_j$. Here it is built into $H$ through $Q^\dagger$. Expand a nonzero trial state as $x=\sum_jc_j\phi_j$. Then

$$\|Hx\|^2=\sum_jE_j^2|c_j|^2,\qquad \|x\|^2=\sum_j|c_j|^2.$$

Suppose $\|Hx\|\le c\|x\|$ with $c\ge0$. If every $|E_j|$ exceeded $c$, the first sum would be strictly larger than $c^2\|x\|^2$, since some $c_j\ne0$. So some level has $|E_j|\le c$.

In the proof, `hin` gives the components of $Hx$, `hpar` is Parseval's identity, and `Finset.sum_lt_sum` supplies the strict inequality.

```lean
/-- If a Hermitian matrix stretches some nonzero trial state by at most `c`, it has a level
with `|E| ≤ c`. -/
theorem exists_level_of_trial {n : Type*} [Fintype n] [DecidableEq n] {A : Matrix n n ℂ}
    (hA : A.IsHermitian) {x : n → ℂ} (hx : x ≠ 0) {c : ℝ} (hc : 0 ≤ c)
    (h : ∑ i, ‖(A *ᵥ x) i‖ ^ 2 ≤ c ^ 2 * ∑ i, ‖x i‖ ^ 2) :
    ∃ E : ℝ, IsLevel A E ∧ |E| ≤ c := by
  by_contra hcon
  let b := hA.eigenvectorBasis
  have hlev : ∀ j, A *ᵥ (b j).ofLp = (hA.eigenvalues j : ℂ) • (b j).ofLp := by
    intro j
    refine (hA.mulVec_eigenvectorBasis j).trans ?_
    funext i
    simp [b]
  have hne : ∀ j, (b j).ofLp ≠ 0 := fun j h0 =>
    b.orthonormal.ne_zero j (PiLp.ext fun i => congrFun h0 i)
  have hbig : ∀ j, c < |hA.eigenvalues j| := fun j => by
    by_contra hj
    exact hcon ⟨_, ⟨_, hne j, hlev j⟩, not_lt.mp hj⟩
  -- components of `A x` in the eigenbasis
  have hin : ∀ j, inner ℂ (b j) (WithLp.toLp 2 (A *ᵥ x))
      = (hA.eigenvalues j : ℂ) * inner ℂ (b j) (WithLp.toLp 2 x) := by
    intro j
    have h2 := congrArg star (hlev j)
    rw [Matrix.star_mulVec, hA.eq, star_smul, Complex.star_def, Complex.conj_ofReal] at h2
    rw [EuclideanSpace.inner_eq_star_dotProduct, EuclideanSpace.inner_eq_star_dotProduct,
      dotProduct_comm, Matrix.dotProduct_mulVec, h2, smul_dotProduct, smul_eq_mul,
      dotProduct_comm]
  have hpar : ∀ y : n → ℂ, ∑ j, ‖inner ℂ (b j) (WithLp.toLp 2 y)‖ ^ 2 = ∑ i, ‖y i‖ ^ 2 := by
    intro y
    rw [b.sum_sq_norm_inner_right, EuclideanSpace.norm_sq_eq]
  obtain ⟨j, hj⟩ : ∃ j, inner ℂ (b j) (WithLp.toLp 2 x) ≠ 0 := by
    by_contra! hz
    have h0 : ∑ i, ‖x i‖ ^ 2 = 0 := by
      rw [← hpar x]
      simp [hz]
    refine hx (funext fun i => ?_)
    simpa using (Finset.sum_eq_zero_iff_of_nonneg fun i _ => sq_nonneg ‖x i‖).mp h0 i
      (Finset.mem_univ i)
  rw [← hpar (A *ᵥ x), ← hpar x, Finset.mul_sum] at h
  simp only [hin, norm_mul, mul_pow, Complex.norm_real, Real.norm_eq_abs] at h
  refine absurd h (not_le_of_gt (Finset.sum_lt_sum (fun k _ => ?_) ⟨j, Finset.mem_univ j, ?_⟩))
  · have := (hbig k).le
    gcongr
  · exact mul_lt_mul_of_pos_right (pow_lt_pow_left₀ (hbig j) hc two_ne_zero)
      (pow_pos (norm_pos_iff.mpr hj) 2)
```

Without Hermiticity the conclusion fails. The matrix $\begin{pmatrix}1&K\\0&1\end{pmatrix}$ has only the level 1, yet it shrinks $(K,-1)$ to $(0,-1)$, by an arbitrarily large factor as $K$ grows.

## Open ends

The first A site has no layer before it, as at the surface of a finite stack. Let the trial state $\psi$ have zero amplitude on A and $b_j=(-g)^jp^{N-1-j}$ on B. The B components of $H\psi$ vanish, and $(Qb)_0=p\,p^{N-1}=p^N$. For $i\ge1$ the two contributions cancel:

$$(Qb)_i=p(-g)^ip^{N-1-i}+g(-g)^{i-1}p^{N-i}=0.$$

The two cases are the two branches of `by_cases` in the proof, where `ring` performs the cancellation.

```lean
/-- The Hamiltonian sends the trial state to amplitude `p^N` on the first A site and zero
on all other sites. -/
theorem hamiltonian_edgeState (N : ℕ) (p : ℂ) (g : ℝ) :
    hamiltonian N p g *ᵥ edgeState N p g
      = Sum.elim (fun i => if i.val = 0 then p ^ N else 0) 0 := by
  have h0 : edgeState N p g ∘ Sum.inl = 0 := rfl
  rw [hamiltonian, Matrix.fromBlocks_mulVec, h0, Matrix.mulVec_zero, Matrix.mulVec_zero,
    Matrix.zero_mulVec, zero_add, add_zero]
  congr 1
  funext i
  have hi := i.isLt
  by_cases h : i.val = 0
  · rw [coupling_mulVec, if_pos h, Finset.sum_eq_zero, add_zero]
    · simp only [Function.comp_apply, edgeState, Sum.elim_inr, h, pow_zero, one_mul, Nat.sub_zero]
      rw [← pow_succ', Nat.sub_add_cancel (by omega)]
    · intro k _
      exact if_neg (by omega)
  · obtain ⟨j, hj⟩ : ∃ j : Fin N, i.val = j.val + 1 := ⟨⟨i.val - 1, by omega⟩, by simp; omega⟩
    have e : N - 1 - j.val = (N - 1 - i.val) + 1 := by omega
    rw [coupling_mulVec, if_neg h, Finset.sum_eq_single j, if_pos hj]
    · -- the two paths into this A site cancel
      simp only [Function.comp_apply, edgeState, Sum.elim_inr]
      rw [e, hj]
      ring
    · intro k _ hk
      exact if_neg fun h' => hk (Fin.ext (by omega))
    · exact fun h' => absurd (Finset.mem_univ j) h'
```

If the chain were closed by a hopping $g$ from $B_{N-1}$ to $A_0$, the remaining amplitude would be $p^N-(-g)^N$, which is not small for $|p|\ll g$.

## Interlayer hopping stronger than the intralayer coupling at this momentum

The condition $|p|<g$ selects momenta close enough to the valley. There the trial state has its largest weight on the last layer, each earlier layer carrying $r^2$ times the weight of the one after it, and its squared norm is a geometric sum:

$$S=\sum_{j=0}^{N-1}g^{2j}|p|^{2(N-1-j)}=g^{2(N-1)}\frac{1-r^{2N}}{1-r^2}.$$

After normalisation, $\|H\psi\|$ is $|p|^N/\sqrt S$, exactly the stated bound. `edge_norm` proves the squared identity; the hypotheses $N>0$ and $|p|<g$ make $g$, $1-r^2$ and $1-r^{2N}$ positive, which permits the divisions and the square root.

```lean
/-- For `N > 0` and `0 ≤ P < g`, the square of `P^N / g^(N-1) * √((1 - (P/g)^2) / (1 - (P/g)^(2N)))`
times the sum of `g^(2j) P^(2(N-1-j))` over `j < N` equals `P^(2N)`. -/
theorem edge_norm {N : ℕ} (hN : 0 < N) {P g : ℝ} (hP : 0 ≤ P) (hg : P < g) :
    (P ^ N / g ^ (N - 1) * √((1 - (P / g) ^ 2) / (1 - (P / g) ^ (2 * N)))) ^ 2
      * ∑ j ∈ Finset.range N, (g ^ 2) ^ j * (P ^ 2) ^ (N - 1 - j) = P ^ (2 * N) := by
  have hg0 : 0 < g := lt_of_le_of_lt hP hg
  have hr0 : 0 ≤ P / g := by positivity
  have hr1 : P / g < 1 := (div_lt_one hg0).mpr hg
  have h1 : 0 < 1 - (P / g) ^ 2 := sub_pos.mpr (pow_lt_one₀ hr0 hr1 two_ne_zero)
  have h2 : 0 < 1 - (P / g) ^ (2 * N) := sub_pos.mpr (pow_lt_one₀ hr0 hr1 (by omega))
  have hS := geom_sum₂_mul (g ^ 2) (P ^ 2) N
  obtain ⟨n, rfl⟩ : ∃ n, N = n + 1 := ⟨N - 1, by omega⟩
  generalize (∑ j ∈ Finset.range (n + 1), (g ^ 2) ^ j * (P ^ 2) ^ (n + 1 - 1 - j)) = S at hS ⊢
  rw [mul_pow, Real.sq_sqrt (div_pos h1 h2).le, Nat.add_sub_cancel]
  obtain ⟨r, hr⟩ : ∃ r, r = P / g := ⟨_, rfl⟩
  have hPr : P = r * g := by rw [hr, div_mul_cancel₀ _ hg0.ne']
  rw [← hr] at h1 h2 ⊢
  -- the geometric sum in terms of the ratio `r`
  have hS' : S * (1 - r ^ 2) = g ^ (2 * n) * (1 - r ^ (2 * (n + 1))) := by
    apply mul_right_cancel₀ (pow_ne_zero 2 hg0.ne')
    rw [hPr] at hS
    linear_combination hS
  have hq : (1 - r ^ 2) / (1 - r ^ (2 * (n + 1))) * S = g ^ (2 * n) := by
    rw [div_mul_eq_mul_div, div_eq_iff h2.ne']
    linarith
  rw [mul_assoc, hq, div_pow, ← pow_mul, ← pow_mul, mul_comm n 2,
    div_mul_cancel₀ _ (pow_ne_zero _ hg0.ne'), mul_comm (n + 1) 2]
```

For $|p|>g>0$ the same estimate remains true, but it approaches $\sqrt{|p|^2-g^2}$ for many layers instead of zero. At $|p|=g$ the geometric sum gives $g/\sqrt N$, whereas Lean reads the written quotient $0/0$ as zero, and the determinant rules out a zero level.

## At least one layer

With $N=0$ there are no sites and hence no levels. The hypothesis `hN` provides the first A site, where $H\psi$ lives, and the last B site, where the trial state is visibly nonzero. For $N=1$ the bound is $|p|$, attained by the levels $\pm|p|$.

The final theorem joins the three statements: `hl` and `hr` compute the squared norms of $H\psi$ and $\psi$, and `edge_norm` compares them.

```lean
/-- For `N > 0` and `|p| < g` the N-layer chain has determinant `(-1)^N |p|^(2N)`, a spectrum
symmetric about zero, and a level whose distance from zero obeys the stated bound. -/
theorem rhombohedral_spectrum {N : ℕ} (hN : 0 < N) {p : ℂ} {g : ℝ} (hg : ‖p‖ < g) :
    (hamiltonian N p g).det = (-1) ^ N * (‖p‖ : ℂ) ^ (2 * N) ∧
    (∀ E, IsLevel (hamiltonian N p g) E ↔ IsLevel (hamiltonian N p g) (-E)) ∧
    ∃ E, IsLevel (hamiltonian N p g) E ∧
      |E| ≤ ‖p‖ ^ N / g ^ (N - 1) * √((1 - (‖p‖ / g) ^ 2) / (1 - (‖p‖ / g) ^ (2 * N))) := by
  have hg0 : 0 < g := lt_of_le_of_lt (norm_nonneg p) hg
  have hH : (hamiltonian N p g).IsHermitian := by
    simp [Matrix.IsHermitian, hamiltonian, Matrix.fromBlocks_conjTranspose]
  refine ⟨det_hamiltonian N p g, level_neg_iff N p g,
    exists_level_of_trial hH (x := edgeState N p g) ?_ (by positivity) (le_of_eq ?_)⟩
  · intro hz
    have h := congrFun hz (Sum.inr ⟨N - 1, by omega⟩)
    simp [edgeState, hg0.ne'] at h
  · have hl : ∑ i, ‖(hamiltonian N p g *ᵥ edgeState N p g) i‖ ^ 2 = ‖p‖ ^ (2 * N) := by
      rw [hamiltonian_edgeState, Fintype.sum_sum_type, Finset.sum_eq_single ⟨0, hN⟩]
      · simp [← pow_mul, mul_comm]
      · intro k _ hk
        have : k.val ≠ 0 := fun h => hk (Fin.ext h)
        simp [this]
      · exact fun h => absurd (Finset.mem_univ _) h
    have hr : ∑ i, ‖edgeState N p g i‖ ^ 2
        = ∑ j ∈ Finset.range N, (g ^ 2) ^ j * (‖p‖ ^ 2) ^ (N - 1 - j) := by
      rw [Fintype.sum_sum_type, ← Fin.sum_univ_eq_sum_range
        (fun j => (g ^ 2) ^ j * (‖p‖ ^ 2) ^ (N - 1 - j)) N]
      simp only [edgeState, Sum.elim_inl, Sum.elim_inr, Pi.zero_apply, norm_zero, norm_mul,
        norm_pow, norm_neg, Complex.norm_real, Real.norm_eq_abs, abs_of_pos hg0]
      rw [Finset.sum_eq_zero fun _ _ => zero_pow two_ne_zero, zero_add]
      exact Finset.sum_congr rfl fun j _ => by ring
    rw [hl, hr, edge_norm hN (norm_nonneg p) hg]

end

end RhombohedralMultilayer
```

```lean
#print axioms RhombohedralMultilayer.rhombohedral_spectrum
```

```
'RhombohedralMultilayer.rhombohedral_spectrum' depends on axioms: [propext, Classical.choice, Quot.sound]
```

## Checking a band-structure code

In a code that builds $H$ at each momentum, the smallest $|E|$ at momenta with $|p|<g$ should lie below the bound plus a rounding tolerance proportional to $g$. For $p\ne0$ the determinant excludes $E=0$, so symmetry gives two distinct levels within the bound. When the bound falls below the tolerance, the levels can be computed as plus and minus the singular values of the bidiagonal matrix $Q$, for which there are algorithms with high relative accuracy.
